# The three-term recurrence for real solid harmonics yields homogeneous harmonic polynomials

For all integers $0\le m\le l$, the real solid harmonic $R_{lm}(x,y,z)$ is homogeneous of degree $l$, satisfies Laplace's equation $\Delta R_{lm}=0$, and obeys $\partial_z R_{lm}=(l+m)R_{l-1,m}$. Here $R_{mm}$ is either $C_m$ or $S_m$, and with $r^2=x^2+y^2+z^2$ the polynomials are generated by

$$C_0=1,\quad S_0=0,\quad C_{m+1}=xC_m-yS_m,\quad S_{m+1}=yC_m+xS_m,$$

$$R_{m-1,m}=0,\qquad (l-m+1)R_{l+1,m}=(2l+1)\,z\,R_{lm}-(l+m)\,r^2R_{l-1,m}.$$

In Lean 4 with Mathlib:

```lean
import Mathlib

open MvPolynomial

namespace SolidHarmonicGaussians

noncomputable section

/-- Real polynomials in the Cartesian coordinates x, y, z (indices 0, 1, 2). -/
abbrev Poly := MvPolynomial (Fin 3) ℝ

/-- The two real families: cosine type and sine type. -/
inductive Kind
  | cos
  | sin

/-- The squared radius x² + y² + z². -/
def rsq : Poly := ∑ i, X i ^ 2

/-- The Laplacian on polynomials. -/
def laplacian : Poly →ₗ[ℝ] Poly where
  toFun p := ∑ i, pderiv i (pderiv i p)
  map_add' p q := by simp only [map_add, Finset.sum_add_distrib]
  map_smul' c p := by
    simp only [Derivation.map_smul, Finset.smul_sum, RingHom.id_apply]

/-- The sectoral harmonics R_mm: C_m for the cosine type, S_m for the sine type. -/
def sectoral : Kind → ℕ → Poly
  | .cos, 0 => 1
  | .sin, 0 => 0
  | .cos, m + 1 => X 0 * sectoral .cos m - X 1 * sectoral .sin m
  | .sin, m + 1 => X 1 * sectoral .cos m + X 0 * sectoral .sin m

/-- The solid harmonic R_lm with l = m + k, built upwards in l from R_mm. -/
def solid (s : Kind) (m : ℕ) : ℕ → Poly
  | 0 => sectoral s m
  | 1 => ((2 * m + 1 : ℕ) : Poly) * (X 2 * sectoral s m)
  | k + 2 => C (1 / ((k : ℝ) + 2)) *
      (((2 * m + 2 * k + 3 : ℕ) : Poly) * (X 2 * solid s m (k + 1))
        - ((2 * m + k + 1 : ℕ) : Poly) * (rsq * solid s m k))

/-- The gradient of r² has components 2 x_i. -/
theorem pderiv_rsq (i : Fin 3) : pderiv i rsq = 2 * X i := by
  rw [rsq, map_sum, Finset.sum_eq_single i]
  · rw [pow_two, pderiv_mul, pderiv_X_self]; ring
  · intro j _ hj
    rw [pow_two, pderiv_mul, pderiv_X_of_ne hj]; ring
  · intro h; exact absurd (Finset.mem_univ i) h

/-- Leibniz rule for the Laplacian of a coordinate times a polynomial. -/
theorem laplacian_X_mul (j : Fin 3) (p : Poly) :
    laplacian (X j * p) = X j * laplacian p + 2 * pderiv j p := by
  have h : ∀ i, pderiv i (pderiv i (X j * p)) =
      X j * pderiv i (pderiv i p) + if i = j then 2 * pderiv j p else 0 := by
    intro i
    by_cases hij : i = j
    · subst hij
      rw [if_pos rfl]
      simp only [pderiv_mul, pderiv_X_self, map_add, one_mul]; ring
    · rw [if_neg hij]
      simp only [pderiv_mul, pderiv_X_of_ne (Ne.symm hij), zero_mul, zero_add, add_zero]
  change ∑ i, pderiv i (pderiv i (X j * p)) =
    X j * (∑ i, pderiv i (pderiv i p)) + 2 * pderiv j p
  simp only [h, Finset.sum_add_distrib, Finset.mul_sum, Finset.sum_ite_eq',
    Finset.mem_univ, if_true]

/-- C_m and S_m satisfy the Cauchy–Riemann relations in x and y, do not depend on z,
and are harmonic. -/
theorem sectoral_cauchyRiemann (m : ℕ) :
    pderiv 0 (sectoral .cos m) = pderiv 1 (sectoral .sin m) ∧
    pderiv 1 (sectoral .cos m) = -pderiv 0 (sectoral .sin m) ∧
    (∀ s, pderiv 2 (sectoral s m) = 0) ∧ ∀ s, laplacian (sectoral s m) = 0 := by
  induction m with
  | zero =>
    refine ⟨by simp [sectoral], by simp [sectoral], ?_, ?_⟩ <;> intro s <;> cases s <;>
      simp [sectoral, laplacian]
  | succ m ih =>
    obtain ⟨hx, hy, hz, hl⟩ := ih
    have a : pderiv 0 (X 1 : Poly) = 0 := pderiv_X_of_ne (by decide)
    have b : pderiv 1 (X 0 : Poly) = 0 := pderiv_X_of_ne (by decide)
    have c : pderiv 2 (X 0 : Poly) = 0 := pderiv_X_of_ne (by decide)
    have d : pderiv 2 (X 1 : Poly) = 0 := pderiv_X_of_ne (by decide)
    refine ⟨?_, ?_, ?_, ?_⟩
    · simp only [sectoral, map_sub, map_add, pderiv_mul, pderiv_X_self, a, b, hx, hy]; ring
    · simp only [sectoral, map_sub, map_add, pderiv_mul, pderiv_X_self, a, b, hx, hy]; ring
    · intro s
      cases s <;> simp only [sectoral, map_sub, map_add, pderiv_mul, c, d, hz] <;> ring
    · intro s
      cases s <;> simp only [sectoral, map_sub, map_add, laplacian_X_mul, hl, hx, hy] <;> ring

/-- The recurrence (l-m+1) R_(l+1,m) = (2l+1) z R_lm - (l+m) r² R_(l-1,m), at l = m+k+1. -/
theorem three_term (s : Kind) (m k : ℕ) :
    ((k + 2 : ℕ) : Poly) * solid s m (k + 2) =
      ((2 * m + 2 * k + 3 : ℕ) : Poly) * (X 2 * solid s m (k + 1))
        - ((2 * m + k + 1 : ℕ) : Poly) * (rsq * solid s m k) := by
  have h : ((k + 2 : ℕ) : Poly) * C (1 / ((k : ℝ) + 2)) = 1 := by
    have h2 : ((k + 2 : ℕ) : ℝ) * (1 / ((k : ℝ) + 2)) = 1 := by
      push_cast
      field_simp
    rw [← map_natCast (C : ℝ →+* Poly) (k + 2), ← C_mul, h2, C_1]
  rw [solid]
  exact (mul_assoc _ _ _).symm.trans (by rw [h, one_mul])

/-- R_lm is homogeneous of degree l = m + k. -/
theorem solid_isHomogeneous (s : Kind) (m : ℕ) : ∀ k, (solid s m k).IsHomogeneous (m + k)
  | 0 => by
    have h : ∀ m s, (sectoral s m).IsHomogeneous m := by
      intro m
      induction m with
      | zero =>
        intro s
        cases s
        · simpa only [sectoral] using isHomogeneous_one (Fin 3) ℝ
        · simpa only [sectoral] using isHomogeneous_zero (Fin 3) ℝ 0
      | succ m ih =>
        intro s
        have hX := fun (i : Fin 3) s => (isHomogeneous_X ℝ i).mul (ih s)
        cases s <;> simp only [sectoral] <;> rw [add_comm m 1]
        · exact (hX 0 .cos).sub (hX 1 .sin)
        · exact (hX 1 .cos).add (hX 0 .sin)
    exact h m s
  | 1 => by
    have hn : ((2 * m + 1 : ℕ) : Poly).IsHomogeneous 0 := by
      rw [← map_natCast (C : ℝ →+* Poly)]; exact isHomogeneous_C _ _
    have h := hn.mul ((isHomogeneous_X ℝ (2 : Fin 3)).mul (solid_isHomogeneous s m 0))
    rw [show 0 + (1 + (m + 0)) = m + 1 by omega] at h
    exact h
  | k + 2 => by
    have hn : ∀ n : ℕ, (n : Poly).IsHomogeneous 0 := fun n => by
      rw [← map_natCast (C : ℝ →+* Poly)]; exact isHomogeneous_C _ _
    have hr : rsq.IsHomogeneous 2 :=
      IsHomogeneous.sum _ _ 2 (fun i _ => (isHomogeneous_X ℝ i).pow 2)
    have h1 := (hn (2 * m + 2 * k + 3)).mul
      ((isHomogeneous_X ℝ (2 : Fin 3)).mul (solid_isHomogeneous s m (k + 1)))
    have h0 := (hn (2 * m + k + 1)).mul (hr.mul (solid_isHomogeneous s m k))
    rw [show 0 + (1 + (m + (k + 1))) = m + (k + 2) by omega] at h1
    rw [show 0 + (2 + (m + k)) = m + (k + 2) by omega] at h0
    have h := (isHomogeneous_C (Fin 3) (1 / ((k : ℝ) + 2))).mul (h1.sub h0)
    rw [zero_add] at h
    rw [solid]
    exact h

/-- The ladder relation ∂_z R_lm = (l+m) R_(l-1,m), at l = m+k+1. -/
theorem pderiv_z_solid (s : Kind) (m : ℕ) : ∀ k,
    pderiv 2 (solid s m (k + 1)) = ((2 * m + k + 1 : ℕ) : Poly) * solid s m k
  | 0 => by
    change pderiv 2 (((2 * m + 1 : ℕ) : Poly) * (X 2 * sectoral s m)) =
      ((2 * m + 1 : ℕ) : Poly) * sectoral s m
    simp only [pderiv_mul, Derivation.map_natCast, pderiv_X_self,
      (sectoral_cauchyRiemann m).2.2.1 s]
    ring
  | 1 => by
    have d0 : pderiv 2 (solid s m 0) = 0 := (sectoral_cauchyRiemann m).2.2.1 s
    have d1 : pderiv 2 (solid s m 1) = ((2 * m + 1 : ℕ) : Poly) * solid s m 0 :=
      pderiv_z_solid s m 0
    have q : solid s m 1 = ((2 * m + 1 : ℕ) : Poly) * (X 2 * solid s m 0) := by
      simp only [solid]
    have r := congrArg (fun p => pderiv 2 p) (show ((2 : ℕ) : Poly) * solid s m 2 =
      ((2 * m + 3 : ℕ) : Poly) * (X 2 * solid s m 1)
        - ((2 * m + 1 : ℕ) : Poly) * (rsq * solid s m 0) from three_term s m 0)
    simp only [map_sub, pderiv_mul, Derivation.map_natCast, pderiv_X_self, pderiv_rsq,
      d0, d1] at r
    have hc : ((2 : ℕ) : Poly) ≠ 0 := Nat.cast_ne_zero.mpr (by omega)
    apply mul_left_cancel₀ hc
    change ((2 : ℕ) : Poly) * pderiv 2 (solid s m 2) =
      ((2 : ℕ) : Poly) * (((2 * m + 1 + 1 : ℕ) : Poly) * solid s m 1)
    push_cast at r q ⊢
    linear_combination r - (2 * (m : Poly) + 1) * q
  | k + 2 => by
    have d0 := pderiv_z_solid s m k
    have d1 : pderiv 2 (solid s m (k + 2)) =
      ((2 * m + (k + 1) + 1 : ℕ) : Poly) * solid s m (k + 1) := pderiv_z_solid s m (k + 1)
    have q := three_term s m k
    have r := congrArg (fun p => pderiv 2 p) (show ((k + 3 : ℕ) : Poly) * solid s m (k + 3) =
      ((2 * m + 2 * (k + 1) + 3 : ℕ) : Poly) * (X 2 * solid s m (k + 2))
        - ((2 * m + (k + 1) + 1 : ℕ) : Poly) * (rsq * solid s m (k + 1))
      from three_term s m (k + 1))
    simp only [map_sub, pderiv_mul, Derivation.map_natCast, pderiv_X_self, pderiv_rsq,
      d0, d1] at r
    have hc : ((k + 3 : ℕ) : Poly) ≠ 0 := Nat.cast_ne_zero.mpr (by omega)
    apply mul_left_cancel₀ hc
    change ((k + 3 : ℕ) : Poly) * pderiv 2 (solid s m (k + 3)) =
      ((k + 3 : ℕ) : Poly) * (((2 * m + (k + 2) + 1 : ℕ) : Poly) * solid s m (k + 2))
    -- the recurrence one step lower removes R_(l-2,m)
    push_cast at r q ⊢
    linear_combination r - (2 * (m : Poly) + k + 2) * q

/-- Every R_lm, l = m + k, is homogeneous of degree l and harmonic, and
∂_z R_(l+1,m) = (l+1+m) R_lm. -/
theorem solid_harmonic (s : Kind) (m : ℕ) : ∀ k,
    (solid s m k).IsHomogeneous (m + k) ∧ laplacian (solid s m k) = 0 ∧
    pderiv 2 (solid s m (k + 1)) = ((2 * m + k + 1 : ℕ) : Poly) * solid s m k
  | 0 => ⟨solid_isHomogeneous s m 0, (sectoral_cauchyRiemann m).2.2.2 s, pderiv_z_solid s m 0⟩
  | 1 => by
    refine ⟨solid_isHomogeneous s m 1, ?_, pderiv_z_solid s m 1⟩
    rw [solid, ← nsmul_eq_mul, map_nsmul, laplacian_X_mul,
      (sectoral_cauchyRiemann m).2.2.2 s, (sectoral_cauchyRiemann m).2.2.1 s]
    simp
  | k + 2 => by
    refine ⟨solid_isHomogeneous s m (k + 2), ?_, pderiv_z_solid s m (k + 2)⟩
    have l0 := (solid_harmonic s m k).2.1
    have l1 := (solid_harmonic s m (k + 1)).2.1
    have hN : ∀ (n : ℕ) (p : Poly), laplacian ((n : Poly) * p) = n * laplacian p := by
      intro n p
      rw [← nsmul_eq_mul, map_nsmul, nsmul_eq_mul]
    have hr : ∀ p : Poly, laplacian (rsq * p) =
        rsq * laplacian p + 4 * (∑ i, X i * pderiv i p) + 6 * p := by
      intro p
      have h : rsq * p = ∑ i, X i * (X i * p) := by
        rw [rsq, Finset.sum_mul]
        exact Finset.sum_congr rfl (fun i _ => by ring)
      rw [h, map_sum]
      simp only [laplacian_X_mul, pderiv_mul, pderiv_X_self, rsq, Fin.sum_univ_three]
      ring
    -- Euler's identity evaluates the radial derivative
    have e := (solid_isHomogeneous s m k).sum_X_mul_pderiv
    have r := congrArg (fun p => laplacian p) (three_term s m k)
    simp only [hN, map_sub, laplacian_X_mul, hr, l0, l1, pderiv_z_solid s m k, e,
      nsmul_eq_mul] at r
    have hc : ((k + 2 : ℕ) : Poly) ≠ 0 := Nat.cast_ne_zero.mpr (by omega)
    apply mul_left_cancel₀ hc
    push_cast at r ⊢
    linear_combination r

/-- R_lm is not the zero polynomial, for the cosine type at every m and for the sine type
at every m > 0. -/
theorem solid_ne_zero (s : Kind) (m k : ℕ) (h : s = .cos ∨ 0 < m) : solid s m k ≠ 0 := by
  have ev : ∀ m, eval ![1, 0, 0] (sectoral .cos m) = 1 := by
    intro m
    induction m with
    | zero => simp [sectoral]
    | succ m ih => simp [sectoral, ih]
  have hc : ∀ m, sectoral .cos m ≠ 0 := fun m h0 => by
    have h1 := ev m
    rw [h0] at h1
    simp at h1
  induction k with
  | zero =>
    cases s with
    | cos => exact hc m
    | sin =>
      intro h0
      have hm : 0 < m := by simpa using h
      obtain ⟨hx, hy, hz, -⟩ := sectoral_cauchyRiemann m
      -- if S_m vanished, C_m would be constant, against Euler's identity
      have e := (solid_isHomogeneous .cos m 0).sum_X_mul_pderiv
      simp only [solid] at h0
      simp only [solid, Fin.sum_univ_three, hx, hy, hz, h0, map_zero, neg_zero, mul_zero,
        add_zero, nsmul_eq_mul] at e
      rcases mul_eq_zero.mp e.symm with h' | h'
      · have := Nat.cast_eq_zero.mp h'
        omega
      · exact hc m h'
  | succ k ih =>
    intro h0
    have d := pderiv_z_solid s m k
    rw [h0, map_zero] at d
    rcases mul_eq_zero.mp d.symm with h' | h'
    · have := Nat.cast_eq_zero.mp h'
      omega
    · exact ih h'

/-- The Gaussian function p(v) exp(-a r²) with polynomial prefactor p. -/
def gaussian (a : ℝ) (p : Poly) (v : Fin 3 → ℝ) : ℝ :=
  eval v p * Real.exp (-a * eval v rsq)

/-- The operator ∂_i - 2a x_i on polynomial prefactors. -/
def gaussDeriv (a : ℝ) (i : Fin 3) (p : Poly) : Poly := pderiv i p - C (2 * a) * X i * p

/-- The partial derivative of p exp(-a r²) along x_i is the Gaussian with prefactor
(∂_i - 2a x_i) p. -/
theorem hasDerivAt_gaussian (a : ℝ) (p : Poly) (v : Fin 3 → ℝ) (i : Fin 3) (t : ℝ) :
    HasDerivAt (fun u => gaussian a p (Function.update v i u))
      (gaussian a (gaussDeriv a i p) (Function.update v i t)) t := by
  have h : ∀ q : Poly, HasDerivAt (fun u => eval (Function.update v i u) q)
      (eval (Function.update v i t) (pderiv i q)) t := by
    intro q
    induction q using MvPolynomial.induction_on
    next c =>
      simpa using hasDerivAt_const t c
    next f g hf hg =>
      simpa only [map_add] using hf.fun_add hg
    next f j hf =>
      have hx : HasDerivAt (fun u => Function.update v i u j)
          (eval (Function.update v i t) (pderiv i (X j))) t := by
        by_cases hj : j = i
        · subst hj
          simpa using hasDerivAt_id' t
        · simpa [pderiv_X_of_ne hj, Function.update_of_ne hj] using hasDerivAt_const t (v j)
      simp only [map_mul, eval_X, pderiv_mul, map_add]
      exact hf.fun_mul hx
  have h1 := (h p).fun_mul ((h rsq).const_mul (-a)).exp
  refine h1.congr_deriv ?_
  simp only [gaussian, gaussDeriv, pderiv_rsq, map_sub, map_mul, eval_C, eval_X, map_ofNat]
  ring

/-- Applying ∂_i - 2a x_i twice to R_lm and summing over i multiplies R_lm by
4a² r² - 2a(2l+3), where l = m + k. -/
theorem gaussian_laplacian (a : ℝ) (s : Kind) (m k : ℕ) :
    ∑ i, gaussDeriv a i (gaussDeriv a i (solid s m k)) =
      (C (4 * a ^ 2) * rsq - C (2 * a * (2 * ((m : ℝ) + k) + 3))) * solid s m k := by
  have hD : ∀ i, gaussDeriv a i (gaussDeriv a i (solid s m k)) =
      pderiv i (pderiv i (solid s m k)) - 2 * C (2 * a) * (X i * pderiv i (solid s m k))
        - C (2 * a) * solid s m k + C (2 * a) ^ 2 * X i ^ 2 * solid s m k := by
    intro i
    simp only [gaussDeriv, map_sub, pderiv_mul, pderiv_C, pderiv_X_self]
    ring
  have e := (solid_isHomogeneous s m k).sum_X_mul_pderiv
  have l : ∑ i, pderiv i (pderiv i (solid s m k)) = 0 := (solid_harmonic s m k).2.1
  simp only [Fin.sum_univ_three, nsmul_eq_mul] at e l
  simp only [hD, rsq, Fin.sum_univ_three, map_mul, map_add, map_pow, map_natCast, map_ofNat]
  push_cast at e
  linear_combination l - 4 * C a * e

end

end SolidHarmonicGaussians
```

```lean
#print axioms SolidHarmonicGaussians.solid_harmonic
#print axioms SolidHarmonicGaussians.solid_ne_zero
#print axioms SolidHarmonicGaussians.hasDerivAt_gaussian
#print axioms SolidHarmonicGaussians.gaussian_laplacian
```

```
'SolidHarmonicGaussians.solid_harmonic' depends on axioms: [propext, Classical.choice, Quot.sound]
'SolidHarmonicGaussians.solid_ne_zero' depends on axioms: [propext, Classical.choice, Quot.sound]
'SolidHarmonicGaussians.hasDerivAt_gaussian' depends on axioms: [propext, Classical.choice, Quot.sound]
'SolidHarmonicGaussians.gaussian_laplacian' depends on axioms: [propext, Classical.choice, Quot.sound]
```

## Reading `solid s m k` as $R_{m+k,m}$

A `Poly` is a real polynomial in three variables, with `X 0`, `X 1`, `X 2` standing for $x,y,z$. The label `s` selects the cosine family, which starts from $C_m$, or the sine family, which starts from $S_m$. The second index is $k=l-m$, so $l\ge m$ holds automatically.

The definition `solid` divides by $k+2$; `three_term` recovers the recurrence without division for $l=m+k+1$. The first step, $R_{m+1,m}=(2m+1)zR_{mm}$, is a separate clause and accounts for $R_{m-1,m}=0$.

The main theorem, `solid_harmonic`, states homogeneity and harmonicity for $R_{m+k,m}$ and the derivative relation for $R_{m+k+1,m}$. The remaining case, $\partial_zR_{mm}=0$, is part of `sectoral_cauchyRiemann`. By `solid_ne_zero`, no $R_{lm}$ vanishes identically in the cosine family, nor in the sine family for $m>0$. The sine family at $m=0$ is zero because $S_0=0$.

## Polynomial prefactors of Gaussian orbitals

These polynomials are the prefactors of solid-harmonic Gaussians $R_{lm}e^{-ar^2}$, with the centre at the origin. Each is $r^l$ times a function of the angles. For example, $R_{20}=(3z^2-r^2)/2$ and $R_{22}=x^2-y^2$ in the cosine family.

Their angular parts are not normalised over the unit sphere. For each nonzero $R_{lm}$, integration over the unit sphere gives the factor that normalises its angular part,

$$(2m-1)!!\,\sqrt{\frac{(2-\delta_{m0})(2l+1)(l-m)!}{4\pi\,(l+m)!}},\qquad (-1)!!=1.$$

The theorems concern polynomials and pointwise derivatives; they do not treat orthogonality, completeness or integrals. The exponent $a$ may be any real number, although a normalisable orbital needs $a>0$.

## From the seeds to the ladder relation

The seeds satisfy $\partial_xC_m=\partial_yS_m$ and $\partial_yC_m=-\partial_xS_m$. This is clear at $m=0$, and the product rule carries it upwards:

$$\partial_xC_{m+1}=C_m+x\,\partial_xC_m-y\,\partial_xS_m=C_m+x\,\partial_yS_m+y\,\partial_yC_m=\partial_yS_{m+1},$$

$$\partial_yC_{m+1}=x\,\partial_yC_m-S_m-y\,\partial_yS_m=-x\,\partial_xS_m-S_m-y\,\partial_xC_m=-\partial_xS_{m+1}.$$

The seeds contain no $z$. Since $\Delta(x_jp)=x_j\Delta p+2\partial_jp$ (`laplacian_X_mul`), harmonicity also passes from $m$ to $m+1$:

$$\Delta C_{m+1}=2(\partial_xC_m-\partial_yS_m)=0,\qquad \Delta S_{m+1}=2(\partial_yC_m+\partial_xS_m)=0.$$

Each step of the seed recursion multiplies by $x$ or $y$, so $C_m$ and $S_m$ are homogeneous of degree $m$ (the zero polynomial counts as homogeneous of every degree). Homogeneity of $R_{lm}$ then follows by induction on $l$, because both terms on the right of the recurrence are homogeneous of degree $l+1$.

For the ladder relation, the first step gives $\partial_zR_{m+1,m}=(2m+1)R_{mm}$. For $l>m$, differentiate the recurrence and insert the relation already known for lower degrees:

$$\begin{aligned}(l-m+1)\,\partial_zR_{l+1,m}={}&(2l+1)R_{lm}\\&+(l+m)\left[(2l-1)zR_{l-1,m}-(l+m-1)r^2R_{l-2,m}\right].\end{aligned}$$

By the recurrence one step lower, the bracket is $(l-m)R_{lm}$. The total coefficient is $(2l+1)+(l^2-m^2)=(l-m+1)(l+m+1)$, and cancelling $l-m+1$ gives the claim. In `pderiv_z_solid`, `r` is the differentiated recurrence and `q` the lower one; `linear_combination` combines them, and `mul_left_cancel₀` removes the common factor.

## Why the Laplacian vanishes

Homogeneity gives Euler's identity $\sum_i x_i\partial_iR_{lm}=lR_{lm}$, and the product rule gives

$$\Delta(r^2p)=r^2\Delta p+4\sum_i x_i\partial_ip+6p.$$

At the first step, $\Delta(zR_{mm})=2\partial_zR_{mm}=0$. For $l>m$, assume that $R_{lm}$ and $R_{l-1,m}$ are harmonic. The Laplacian of the recurrence is then

$$(l-m+1)\Delta R_{l+1,m}=(l+m)\left[2(2l+1)-4(l-1)-6\right]R_{l-1,m}=0.$$

The proof of `solid_harmonic` does the same: it applies `laplacian` to `three_term`, then substitutes the ladder relation and Euler's identity.

The ladder also proves non-vanishing: if $R_{l+1,m}=0$, then $(l+m+1)R_{lm}=0$, so a zero would descend to the seed. But $C_m(1,0,0)=1$. If $S_m$ vanished for $m>0$, the Cauchy–Riemann relations would make $C_m$ constant, and Euler's identity would give $mC_m=0$.

## The kinetic-energy step in a calculation

`hasDerivAt_gaussian` proves that differentiating $p\,e^{-ar^2}$ replaces the prefactor $p$ by $\partial_ip-2ax_ip$. Doing this twice and summing gives

$$\Delta p-4a\sum_i x_i\partial_ip-6ap+4a^2r^2p.$$

For $p=R_{lm}$, harmonicity and Euler's identity reduce this to $[4a^2r^2-2a(2l+3)]R_{lm}$, which is `gaussian_laplacian`.

In atomic units, for a single primitive $\phi=R_{lm}e^{-ar^2}$,

$$-\tfrac12\Delta\phi=\left[a(2l+3)-2a^2r^2\right]\phi.$$

A code can therefore assemble a kinetic-energy integral from an overlap and an $r^2$-weighted overlap, with $r$ measured from the centre of $\phi$. When it evaluates orbitals on a grid, it can run the recurrence upwards in $l$ at fixed $m$ and obtain each $z$-derivative of $R_{lm}$ from the value one degree lower.
